# For positive definite repulsion and pair propagator, the static ladder interaction saturates at the inverse propagator

In a static, finite-basis model, a code that replaces a strong bare repulsion by a ladder-resummed one solves the linear system

$$(1+lVG)\,T(l)=lV$$

for the matrix $T(l)$ and uses it in place of $lV$. Here $V$ is the repulsion between two particles, written as a real symmetric matrix over a finite, non-empty set of pair states, $l>0$ is the coupling strength, and $G$ is the static pair propagator. Both $V$ and $G$ are taken to be positive definite. Then $T(l)$ is symmetric and

$$G^{-1}-T(l)=(G+l\,GVG)^{-1},$$

which is positive definite. As $l$ grows, $T(l)$ increases in the semidefinite order and tends to $G^{-1}$, while the second-order term of its expansion in $l$, $-l^2VGV$, grows without bound: the size of its trace, $l^2\,\mathrm{Tr}(VGV)$, tends to infinity.

## Signs, and checks on a ladder solver

The sign convention is $T=V-VGT$, with the coupling absorbed into $V$. If $H_0$ is the Hamiltonian of the uncoupled pair and $E$ is a real energy below all its eigenvalues, then $G=(H_0-E)^{-1}$ is positive definite. Positive definiteness of $V$ means that every non-zero pair state has a positive repulsion energy.

For a static propagator in a finite basis, with $V$ and $G$ positive definite, the result gives a ladder code three checks at any $l>0$: $T$ must equal its transpose, $G^{-1}-T$ must have only positive eigenvalues, and raising $l$ must not lower any eigenvalue of $T$. A violation larger than rounding can explain means that the matrices do not meet these hypotheses or that the system was not solved correctly. Possible causes include a wrong sign in $G$, an energy inside the pair spectrum, an interaction $V$ that is attractive for some pair state, and an error in the assembly of $V$ or in the solver.

## Gap, ordering and limit by hand

Absorb $l$ into $V$ for the moment, and let $V$ be only positive semidefinite.

**Invertibility.** Put $D=G+GVG=G(1+VG)$. For $x\neq0$,

$$x^{\mathsf T}Dx=x^{\mathsf T}Gx+(Gx)^{\mathsf T}V(Gx)>0 .$$

So $\det D>0$, hence $\det(1+VG)\neq0$, and $T=(1+VG)^{-1}V$ satisfies $T+VGT=V$.

**Gap to the ceiling.** Multiplying out,

$$D(G^{-1}-T)=1+GV-G(T+VGT)=1+GV-GV=1 .$$

Hence $G^{-1}-T=D^{-1}$, which is symmetric and positive definite. Since $G^{-1}$ is symmetric, so is $T$.

**Ordering.** Let $V'-V$ be positive semidefinite, let $S$ be the ladder interaction of $V'$, and write $\Delta=S-T$. The ladder equations and their transposes give $V'(1-GS)=S$ and $V(1-GT)=T=(1-TG)V$. Therefore

$$(1-SG)V'(1-GS)=S-SGS .$$

Inserting $1-GS=(1-GT)-G\Delta$ and its transpose gives

$$(1-SG)V(1-GS)=T-TGT-\Delta GT-TG\Delta+\Delta GVG\Delta .$$

Subtract, and use $SGS=TGT+\Delta GT+TG\Delta+\Delta G\Delta$:

$$S-T=(1-SG)(V'-V)(1-GS)+\Delta D\Delta .$$

Both terms have the form $A^{\mathsf T}PA$ with $P$ positive semidefinite, so $S-T$ is positive semidefinite. Taking $lV$ and $mV$ with $l\le m$ gives growth with the coupling.

**Limit.** Restore $l$, let $V$ be positive definite, and set $s=1/l$. Then

$$T(l)=(s+VG)^{-1}V .$$

At $s=0$ the matrix $VG$ is invertible, so the right-hand side is continuous there, with value $G^{-1}V^{-1}V=G^{-1}$.

**Second order.** Since $V$ is invertible, $VGV$ is positive definite and its trace is positive. Multiplied by $l^2$, it diverges.

**A repulsion with a null state.** If $Vx=0$ for some $x\neq0$, then $T(l)x=0$ for every $l$, whereas $G^{-1}x\neq0$. The limit $G^{-1}$ is then not reached. An on-site repulsion has this property as soon as the basis contains pairs on different sites.

## Two pair states in numbers

Take

$$V=\begin{pmatrix}2&1\\1&2\end{pmatrix},\qquad G=\begin{pmatrix}1&0\\0&\tfrac12\end{pmatrix},\qquad G^{-1}=\begin{pmatrix}1&0\\0&2\end{pmatrix}.$$

Solving the linear system at two couplings gives

$$T(1)=\frac1{11}\begin{pmatrix}7&2\\2&10\end{pmatrix},\qquad T(10)=\frac{10}{181}\begin{pmatrix}17&1\\1&32\end{pmatrix}\approx\begin{pmatrix}0.939&0.055\\0.055&1.768\end{pmatrix}.$$

At $l=1$ the gap is

$$G^{-1}-T(1)=\frac1{11}\begin{pmatrix}4&-2\\-2&12\end{pmatrix}=\begin{pmatrix}3&\tfrac12\\\tfrac12&1\end{pmatrix}^{-1}=(G+GVG)^{-1}.$$

The trace of $T$ rises from about $1.55$ to $2.71$, below the ceiling of $3$, while $l^2\,\mathrm{Tr}(VGV)=7.5\,l^2$ goes from $7.5$ to $750$. The off-diagonal element of $T$ falls, so the ordering cannot be tested by comparing matrices entry by entry. Checking that the difference has no negative eigenvalue does test it.

## The Lean file

```lean
import Mathlib

open Matrix Filter Topology

namespace LadderResummation

variable {n : Type*} [Fintype n] [DecidableEq n]

/-- The ladder-resummed interaction `T = (1 + V G)⁻¹ V` of a repulsion `V` and a pair
propagator `G`, meant for invertible `1 + V G`. -/
noncomputable def ladder (V G : Matrix n n ℝ) : Matrix n n ℝ := (1 + V * G)⁻¹ * V

omit [DecidableEq n] in
/-- For positive semidefinite `V` and positive definite `G`, the matrix `G + G V G` is
positive definite. -/
theorem posDef_dressed {V G : Matrix n n ℝ} (hV : V.PosSemidef) (hG : G.PosDef) :
    (G + G * V * G).PosDef := by
  have h := hV.conjTranspose_mul_mul_same G
  rw [hG.isHermitian.eq] at h
  exact hG.add_posSemidef h

/-- For positive semidefinite `V` and positive definite `G`, the matrix `1 + V G` that the
ladder sum inverts is non-singular. -/
theorem isUnit_det {V G : Matrix n n ℝ} (hV : V.PosSemidef) (hG : G.PosDef) :
    IsUnit (1 + V * G).det := by
  refine isUnit_iff_ne_zero.mpr fun h => ?_
  have hp := (posDef_dressed hV hG).det_pos
  have e : G + G * V * G = G * (1 + V * G) := by noncomm_ring
  rw [e, det_mul, h, mul_zero] at hp
  exact lt_irrefl _ hp

/-- The ladder equation: for positive semidefinite `V` and positive definite `G`, the bare
repulsion is `V = T + V G T`. -/
theorem ladder_equation {V G : Matrix n n ℝ} (hV : V.PosSemidef) (hG : G.PosDef) :
    ladder V G + V * G * ladder V G = V := by
  have h : (1 + V * G) * ladder V G = V := by
    unfold ladder
    rw [← mul_assoc, mul_nonsing_inv _ (isUnit_det hV hG), one_mul]
  rwa [add_mul, one_mul] at h

/-- For positive semidefinite `V` and positive definite `G`, the ladder interaction differs
from `G⁻¹` by exactly `(G + G V G)⁻¹`. -/
theorem inv_sub_ladder {V G : Matrix n n ℝ} (hV : V.PosSemidef) (hG : G.PosDef) :
    G⁻¹ - ladder V G = (G + G * V * G)⁻¹ := by
  symm
  apply inv_eq_right_inv
  have hGi : G * G⁻¹ = 1 := mul_nonsing_inv _ (isUnit_iff_ne_zero.mpr hG.det_pos.ne')
  calc (G + G * V * G) * (G⁻¹ - ladder V G)
      = G * G⁻¹ + G * V * (G * G⁻¹) - G * (ladder V G + V * G * ladder V G) := by
        noncomm_ring
    _ = 1 := by
        rw [hGi, ladder_equation hV hG, mul_one, add_sub_cancel_right]

/-- For positive semidefinite `V` and positive definite `G`, the ladder interaction is
symmetric. -/
theorem ladder_symm {V G : Matrix n n ℝ} (hV : V.PosSemidef) (hG : G.PosDef) :
    (ladder V G).IsHermitian := by
  have e : ladder V G = G⁻¹ - (G + G * V * G)⁻¹ := by
    rw [← inv_sub_ladder hV hG, sub_sub_cancel]
  rw [e]
  exact hG.isHermitian.inv.sub (posDef_dressed hV hG).isHermitian.inv

/-- A stronger repulsion gives a stronger ladder interaction: if `V` and `V' - V` are positive
semidefinite and `G` is positive definite, the ladder of `V'` minus that of `V` is positive
semidefinite. -/
theorem ladder_mono {V V' G : Matrix n n ℝ} (hV : V.PosSemidef) (hVV : (V' - V).PosSemidef)
    (hG : G.PosDef) : (ladder V' G - ladder V G).PosSemidef := by
  have hV' : V'.PosSemidef := by
    have h := hV.add hVV
    rwa [add_sub_cancel] at h
  have hT := ladder_symm hV hG
  have hS := ladder_symm hV' hG
  have hR := ladder_equation hV hG
  have hR' := ladder_equation hV' hG
  generalize ladder V G = T at *
  generalize ladder V' G = S at *
  -- the transposed ladder equation
  have hL : T + T * (G * V) = V := by
    have h := congrArg conjTranspose hR
    rwa [conjTranspose_add, conjTranspose_mul, conjTranspose_mul, hT.eq,
      hG.isHermitian.eq, hV.isHermitian.eq] at h
  -- the difference is a sum of two congruences of positive matrices
  have key : S - T = (1 - S * G) * (V' - V) * (1 - G * S)
      + (S - T) * (G + G * V * G) * (S - T) := by
    linear_combination (norm := noncomm_ring)
      (1 - S * G) * hR' + (S - T) * G * hR + hL * (G * S) - hL
  have h1 := hVV.conjTranspose_mul_mul_same (1 - G * S)
  rw [conjTranspose_sub, conjTranspose_one, conjTranspose_mul, hS.eq,
    hG.isHermitian.eq] at h1
  have h2 := (posDef_dressed hV hG).posSemidef.conjTranspose_mul_mul_same (S - T)
  rw [conjTranspose_sub, hS.eq, hT.eq] at h2
  rw [key]
  exact h1.add h2

/-- For positive definite `V` and `G`, the ladder interaction of the scaled repulsion `l V`
tends to `G⁻¹` as `l` tends to infinity. -/
theorem ladder_tendsto {V G : Matrix n n ℝ} (hV : V.PosDef) (hG : G.PosDef) :
    Tendsto (fun l : ℝ => ladder (l • V) G) atTop (𝓝 G⁻¹) := by
  -- in terms of `s = 1 / l` the ladder is `(s + V G)⁻¹ V`, continuous at `s = 0`
  have hM : Continuous (fun s : ℝ => s • (1 : Matrix n n ℝ) + V * G) :=
    (continuous_id.smul continuous_const).add continuous_const
  have h0 : ((0 : ℝ) • (1 : Matrix n n ℝ) + V * G).det ≠ 0 := by
    rw [zero_smul, zero_add, det_mul]
    exact mul_ne_zero hV.det_pos.ne' hG.det_pos.ne'
  have hc : ContinuousAt (fun s : ℝ => (s • (1 : Matrix n n ℝ) + V * G)⁻¹ * V) 0 := by
    simp only [Matrix.inv_def, Ring.inverse_eq_inv']
    exact ((hM.matrix_det.continuousAt.inv₀ h0).smul
      hM.matrix_adjugate.continuousAt).mul continuousAt_const
  have hv : ((0 : ℝ) • (1 : Matrix n n ℝ) + V * G)⁻¹ * V = G⁻¹ := by
    rw [zero_smul, zero_add, Matrix.mul_inv_rev, mul_assoc,
      nonsing_inv_mul _ (isUnit_iff_ne_zero.mpr hV.det_pos.ne'), mul_one]
  have ht := hc.tendsto
  rw [hv] at ht
  refine (ht.comp tendsto_inv_atTop_zero).congr' ?_
  filter_upwards [eventually_gt_atTop (0 : ℝ)] with l hl
  have e : l • (l⁻¹ • (1 : Matrix n n ℝ) + V * G) = 1 + (l • V) * G := by
    rw [smul_add, smul_smul, mul_inv_cancel₀ hl.ne', one_smul, smul_mul_assoc]
  have hi : (l⁻¹ • (1 : Matrix n n ℝ) + V * G)⁻¹ = l • (1 + (l • V) * G)⁻¹ := by
    apply inv_eq_right_inv
    rw [mul_smul_comm, ← smul_mul_assoc, e,
      mul_nonsing_inv _ (isUnit_det (hV.posSemidef.smul hl.le) hG)]
  simp only [Function.comp_apply, ladder]
  rw [hi, smul_mul_assoc, mul_smul_comm]

/-- For positive definite `V` and `G` on a non-empty set of pair states, the trace of the
second-order term, `l² Tr(V G V)`, tends to infinity with the coupling `l`. -/
theorem second_order_diverges [Nonempty n] {V G : Matrix n n ℝ} (hV : V.PosDef)
    (hG : G.PosDef) :
    Tendsto (fun l : ℝ => l ^ 2 * (V * G * V).trace) atTop atTop := by
  have h := hG.conjTranspose_mul_mul_same (mulVec_injective_of_isUnit hV.isUnit)
  rw [hV.isHermitian.eq] at h
  exact (tendsto_pow_atTop two_ne_zero).atTop_mul_const h.trace_pos

/-- Saturation of the ladder sum: for positive definite `V` and `G` on a non-empty set of pair
states, `T(l) = (1 + l V G)⁻¹ l V` is symmetric and strictly below `G⁻¹` for `l > 0`, increases
with `l > 0` and tends to `G⁻¹`, whereas `l² Tr(V G V)` diverges. -/
theorem ladder_saturates [Nonempty n] {V G : Matrix n n ℝ} (hV : V.PosDef) (hG : G.PosDef) :
    (∀ l : ℝ, 0 < l → (ladder (l • V) G).IsSymm ∧ (G⁻¹ - ladder (l • V) G).PosDef) ∧
    (∀ l m : ℝ, 0 < l → l ≤ m → (ladder (m • V) G - ladder (l • V) G).PosSemidef) ∧
    Tendsto (fun l : ℝ => ladder (l • V) G) atTop (𝓝 G⁻¹) ∧
    Tendsto (fun l : ℝ => l ^ 2 * (V * G * V).trace) atTop atTop := by
  refine ⟨fun l hl => ⟨?_, ?_⟩, fun l m hl hlm => ?_, ladder_tendsto hV hG,
    second_order_diverges hV hG⟩
  · have h := (ladder_symm (hV.posSemidef.smul hl.le) hG).eq
    rwa [conjTranspose_eq_transpose_of_trivial] at h
  · rw [inv_sub_ladder (hV.posSemidef.smul hl.le) hG]
    exact (posDef_dressed (hV.posSemidef.smul hl.le) hG).inv
  · refine ladder_mono (hV.posSemidef.smul hl.le) ?_ hG
    rw [← sub_smul]
    exact hV.posSemidef.smul (sub_nonneg.mpr hlm)

/-- If the repulsion `V` annihilates a non-zero pair state `x` and `G` is positive definite,
the ladder interaction of `l V` does not tend to `G⁻¹` as `l` tends to infinity. -/
theorem not_tendsto_of_kernel {V G : Matrix n n ℝ} (hG : G.PosDef) {x : n → ℝ} (hx : x ≠ 0)
    (hVx : V *ᵥ x = 0) :
    ¬ Tendsto (fun l : ℝ => ladder (l • V) G) atTop (𝓝 G⁻¹) := by
  intro h
  have hc : Continuous (fun A : Matrix n n ℝ => A *ᵥ x) :=
    continuous_id.matrix_mulVec continuous_const
  have h1 := (hc.tendsto G⁻¹).comp h
  -- the state `x` never feels the ladder interaction
  have h2 : ((fun A : Matrix n n ℝ => A *ᵥ x) ∘ fun l : ℝ => ladder (l • V) G)
      = fun _ => 0 := by
    funext l
    simp only [Function.comp_apply, ladder]
    rw [← mulVec_mulVec, smul_mulVec, hVx, smul_zero, mulVec_zero]
  rw [h2] at h1
  have h3 : G⁻¹ *ᵥ x = 0 := tendsto_nhds_unique h1 tendsto_const_nhds
  apply hx
  rw [← one_mulVec x, ← mul_nonsing_inv G (isUnit_iff_ne_zero.mpr hG.det_pos.ne'),
    ← mulVec_mulVec, h3, mulVec_zero]

end LadderResummation
```

```lean
#print axioms LadderResummation.ladder_saturates
#print axioms LadderResummation.not_tendsto_of_kernel
```

```
'LadderResummation.ladder_saturates' depends on axioms: [propext, Classical.choice, Quot.sound]
'LadderResummation.not_tendsto_of_kernel' depends on axioms: [propext, Classical.choice, Quot.sound]
```

## Reading the theorems and their proofs

The finite type `n` labels the pair states, and `ladder V G` is $(1+VG)^{-1}V$. The coupling enters as `ladder (l • V) G`. Over the reals, `PosDef` and `PosSemidef` include symmetry, and the semidefinite order is expressed by applying them to differences. `Tendsto … atTop (𝓝 G⁻¹)` is convergence of every matrix entry as $l\to\infty$.

The main theorem, `ladder_saturates`, has four parts: symmetry with the strict bound for each $l>0$, ordering for $0<l\le m$, the limit, and the divergence of the second-order trace. `Nonempty n` is needed for the last part, because the trace over an empty set of states is zero.

- `posDef_dressed` and `isUnit_det` are the invertibility step. A vanishing determinant of $1+VG$ would contradict $\det D>0$.
- `ladder_equation` multiplies the definition by $1+VG$. `inv_sub_ladder` checks that $D(G^{-1}-T)=1$, and `ladder_symm` reads off the symmetry.
- `ladder_mono` treats any two ordered repulsions. After `generalize`, all that the proof knows of $T$ and $S$ is their symmetry and their ladder equations. `linear_combination` then proves the identity for $S-T$, with `noncomm_ring` respecting the order of the factors.
- `ladder_tendsto` writes the inverse as adjugate over determinant, which is continuous where the determinant is non-zero, and composes it with $l^{-1}\to0$.
- `second_order_diverges` obtains the positive trace from the injectivity of $V$.
- `not_tendsto_of_kernel` applies both sides of the supposed limit to $x$ and uses the uniqueness of limits. It does not require $V$ to be symmetric.

## Static propagator, finite basis

The matrix $G$ is fixed: it depends neither on frequency nor on $l$, and it is not updated self-consistently. Positive definiteness of $V$ and $G$ is assumed, so a code has to establish it for its own matrices. The basis is finite, and nothing is said about the limit of a complete basis.

The ladder interaction is defined through the matrix inverse. The expansion $lV-l^2VGV+\dots$ is a different object at strong coupling, since it converges only while all eigenvalues of $lVG$ are below one. The second-order term enters that expansion with a minus sign, and the theorem concerns its size.

The theorems describe the effective interaction. They give no random-phase correlation energy and no bound on the rounding error of a linear solver. A rate of approach to $G^{-1}$ is not stated as a separate theorem, but the exact gap $(G+l\,GVG)^{-1}$ shows that the difference falls as $1/l$ for positive definite $V$.
